# For a Morse curve, the virial kinetic-energy change has exactly one zero beyond the equilibrium distance

Take a diatomic binding curve of unit depth and unit range, $U(R)=y^2-2y$ with $y=e^{-(R-r)}$, and set the equilibrium distance to $r=\tfrac32-\ln 2\approx 0.807$. The virial theorem for clamped nuclei assigns to this curve the electronic kinetic-energy change, relative to the separated atoms,

$$T(R)=-U(R)-R\,U'(R)=y\,[\,2-y-2R(1-y)\,].$$

At $R=\tfrac32$ we have $y=\tfrac12$, and the bracket is $\tfrac32-\tfrac32=0$. There is no other zero beyond $r$, because there the bracket equals

$$(1-y)\left[1+\frac{1}{1-y}-2R\right].$$

As $R$ grows, $y$ falls, so both $1/(1-y)$ and $-2R$ decrease. The remaining factor $1-y$ is positive, so the sign can change only once, from plus to minus. The same mechanism works for every depth, range and equilibrium distance.

In Lean 4 with Mathlib:

```lean
import Mathlib

open Set

namespace MorseVirialCrossing

noncomputable section
```

## The curve and its virial kinetic energy

Let $D$ be the well depth, $1/a$ the range and $r$ the equilibrium distance, all positive in the main theorem. The Morse variable is $y(R)=e^{-a(R-r)}$, which equals 1 at equilibrium and tends to 0 for separated atoms.

```lean
/-- The Morse variable `y = exp(-a (R - r))`. -/
def morseY (a r R : ℝ) : ℝ := Real.exp (-a * (R - r))
```

The binding curve is $U=D(y^2-2y)$. Its zero of energy is the separated atoms, and $U(r)=-D$.

```lean
/-- The Morse binding curve `U(R) = D (y² - 2y)`, measured from the separated atoms. -/
def morse (D a r R : ℝ) : ℝ := D * (morseY a r R ^ 2 - 2 * morseY a r R)
```

For exact electronic states with Coulomb forces and clamped nuclei, the virial theorem gives the electronic kinetic energy, relative to the separated atoms, as $-U-RU'$. Here that relation is taken as the definition of $T$, for any curve `U`, with the derivative written `deriv U R`. No wavefunction appears, and since a Morse curve is a model, $T$ is the kinetic-energy change that the virial relation assigns to the model.

```lean
/-- The virial kinetic-energy change `-U(R) - R U'(R)` belonging to a binding curve `U`. -/
def virialKinetic (U : ℝ → ℝ) (R : ℝ) : ℝ := -U R - R * deriv U R
```

The sign of $T$ will be carried by the factor $g(R)=2-y-2aR(1-y)$, called `balance`.

```lean
/-- The factor `2 - y - 2aR(1 - y)`, with `y` the Morse variable at `R`. -/
def balance (a r R : ℝ) : ℝ := 2 - morseY a r R - 2 * a * R * (1 - morseY a r R)
```

The other factor that matters, $y$, is an exponential and therefore positive.

```lean
/-- The Morse variable is positive. -/
lemma morseY_pos (a r R : ℝ) : 0 < morseY a r R := Real.exp_pos _
```

## Slope and factorisation

Since $y'=-ay$, the chain rule gives

$$U'=D(2y-2)\,y'=2aD\,(y-y^2).$$

The formal proof differentiates the exponent, then the exponential, then the polynomial in $y$.

```lean
/-- The slope of the Morse curve is `U'(R) = 2aD (y - y²)`. -/
theorem morse_hasDerivAt (D a r R : ℝ) :
    HasDerivAt (morse D a r) (2 * a * D * (morseY a r R - morseY a r R ^ 2)) R := by
  have h : HasDerivAt (fun x : ℝ => -a * (x - r)) (-a * 1) R :=
    ((hasDerivAt_id' R).sub_const r).const_mul (-a)
  have hy : HasDerivAt (fun x => morseY a r x) (morseY a r R * (-a * 1)) R := h.exp
  have hU : morse D a r =
      fun x => D * (morseY a r x * morseY a r x - 2 * morseY a r x) := by
    funext x
    unfold morse
    ring
  rw [hU]
  exact (((hy.fun_mul hy).fun_sub (hy.const_mul 2)).const_mul D).congr_deriv (by ring)
```

Substituting the slope,

$$T=-D(y^2-2y)-2aRD(y-y^2)=D\,y\,g(R).$$

With $D>0$, $T$ and $g$ have the same sign at every distance.

```lean
/-- For the Morse curve the virial kinetic-energy change factors as
`D y (2 - y - 2aR(1 - y))`. -/
theorem virialKinetic_morse (D a r R : ℝ) :
    virialKinetic (morse D a r) R = D * morseY a r R * balance a r R := by
  unfold virialKinetic
  rw [(morse_hasDerivAt D a r R).deriv]
  unfold morse balance
  ring
```

## Once non-positive, negative ever after

Let $r<R<S$, and write $u=1-y(R)$ and $v=1-y(S)$, so that $0<u<v$. Then $g(R)=1+u-2aRu$ and $g(S)=1+v-2aSv$, and eliminating the common terms gives

$$u\,g(S)=v\,g(R)-(v-u)-2a(S-R)\,uv.$$

If $g(R)\le 0$, the right side is negative, so $g(S)<0$. This is the opening argument with the division by $1-y$ cleared. It does not need $g$ itself to be monotonic, and it puts no lower bound on $ar$. In the code the identity is `key`, and the signs of its terms contradict $g(S)\ge 0$.

```lean
/-- For `a > 0`, once the factor `2 - y - 2aR(1 - y)` is zero or negative at some distance
beyond `r`, it is negative at every larger distance. -/
theorem balance_single_crossing {a r R S : ℝ} (ha : 0 < a) (hR : r < R) (hS : R < S)
    (h : balance a r R ≤ 0) : balance a r S < 0 := by
  have hu : 0 < 1 - morseY a r R := by
    have : morseY a r R < 1 :=
      Real.exp_lt_one_iff.mpr (by nlinarith [mul_pos ha (sub_pos.2 hR)])
    linarith
  have hlt : morseY a r S < morseY a r R :=
    Real.exp_lt_exp.mpr (by nlinarith [mul_pos ha (sub_pos.2 hS)])
  have hv : 0 < 1 - morseY a r S := by linarith
  -- compare the two distances after cross-multiplying by `1 - y`
  have key : (1 - morseY a r R) * balance a r S =
      (1 - morseY a r S) * balance a r R - (morseY a r R - morseY a r S)
        - 2 * (a * (S - R) * ((1 - morseY a r R) * (1 - morseY a r S))) := by
    unfold balance
    ring
  have h1 := mul_nonneg hv.le (neg_nonneg.2 h)
  have h2 := mul_pos (mul_pos ha (sub_pos.2 hS)) (mul_pos hu hv)
  by_contra hn
  have h3 := mul_nonneg hu.le (not_lt.1 hn)
  linarith
```

## Existence, uniqueness and signs

At equilibrium $g(r)=1$. At $R=r+2/a$ we have $y=e^{-2}$ and

$$g(r+2/a)=-2+3e^{-2}-2ar(1-e^{-2})<0,$$

because $e^2\ge 3$ makes $e^{-2}<\tfrac12$. By the intermediate value theorem the continuous function $g$ vanishes at some $R_0$ between the two points.

Beyond $R_0$ the previous step gives $g<0$. If $g(R)\le0$ held for some $R$ with $r<R<R_0$, the same step would give $g(R_0)<0$, a contradiction; at $R=r$ the value is 1. So $g>0$ on $[r,R_0)$, and the zero is unique.

The theorem states that for $D,a,r>0$ there is an $R_0$ with $r<R_0<r+2/a$ such that, for every $R>r$, $T(R)=0$ exactly when $R=R_0$; that $T>0$ for $r\le R<R_0$; and that $T<0$ for $R>R_0$. It says nothing about distances shorter than $r$.

For a bond modelled by a Morse curve, this is the familiar virial picture of bonding: as the atoms approach, the kinetic energy first lies below its separated-atom value and rises above it before equilibrium is reached.

```lean
/-- For `D, a, r > 0` the virial kinetic-energy change of the Morse curve has exactly one zero
`R0` beyond `r`. It is positive for `r ≤ R < R0` and negative for `R > R0`, and
`R0 < r + 2/a`. -/
theorem virialKinetic_unique_zero {D a r : ℝ} (hD : 0 < D) (ha : 0 < a) (hr : 0 < r) :
    ∃ R0, r < R0 ∧ R0 < r + 2 / a ∧
      (∀ R, r < R → (virialKinetic (morse D a r) R = 0 ↔ R = R0)) ∧
      (∀ R, r ≤ R → R < R0 → 0 < virialKinetic (morse D a r) R) ∧
      (∀ R, R0 < R → virialKinetic (morse D a r) R < 0) := by
  have hstart : balance a r r = 1 := by
    simp only [balance, morseY, sub_self, mul_zero, Real.exp_zero]
    norm_num
  -- the factor is already negative at `r + 2/a`, where `y = exp(-2)`
  have h2a : a * (2 / a) = 2 := by field_simp
  have hy : morseY a r (r + 2 / a) = Real.exp (-2) := by
    have harg : -a * (r + 2 / a - r) = -2 := by linear_combination -h2a
    unfold morseY
    rw [harg]
  have he : Real.exp (-2) < 1 / 2 := by
    have h3 : (3 : ℝ) ≤ Real.exp 2 := by linarith [Real.add_one_le_exp (2 : ℝ)]
    have h1 : Real.exp (-2) * Real.exp 2 = 1 := by
      rw [← Real.exp_add]
      norm_num
    nlinarith [Real.exp_pos (-2)]
  have hend : balance a r (r + 2 / a) < 0 := by
    have hb : balance a r (r + 2 / a) =
        -2 + 3 * Real.exp (-2) - 2 * (a * r * (1 - Real.exp (-2))) := by
      unfold balance
      rw [hy]
      linear_combination (-2 * (1 - Real.exp (-2))) * h2a
    have hp : 0 < a * r * (1 - Real.exp (-2)) :=
      mul_pos (mul_pos ha hr) (by linarith)
    linarith
  have hc : Continuous (balance a r) := by
    unfold balance morseY
    fun_prop
  have hle : r ≤ r + 2 / a := by
    have : 0 < 2 / a := by positivity
    linarith
  have hmem : (0 : ℝ) ∈ Icc (balance a r (r + 2 / a)) (balance a r r) :=
    ⟨hend.le, by rw [hstart]; norm_num⟩
  obtain ⟨R0, ⟨hl, hu⟩, h0⟩ := intermediate_value_Icc' hle hc.continuousOn hmem
  have hl' : r < R0 := lt_of_le_of_ne hl (fun h => by rw [← h] at h0; linarith)
  have hu' : R0 < r + 2 / a := lt_of_le_of_ne hu (fun h => by rw [h] at h0; linarith)
  have hpos : ∀ R, r ≤ R → R < R0 → 0 < virialKinetic (morse D a r) R := by
    intro R h1 h2
    rw [virialKinetic_morse]
    refine mul_pos (mul_pos hD (morseY_pos a r R)) ?_
    rcases h1.eq_or_lt with h | h
    · rw [← h, hstart]
      norm_num
    · by_contra hn
      have := balance_single_crossing ha h h2 (not_lt.1 hn)
      linarith
  have hneg : ∀ R, R0 < R → virialKinetic (morse D a r) R < 0 := by
    intro R h
    rw [virialKinetic_morse]
    exact mul_neg_of_pos_of_neg (mul_pos hD (morseY_pos a r R))
      (balance_single_crossing ha hl' h h0.le)
  refine ⟨R0, hl', hu', fun R hR => ⟨fun h => ?_, fun h => ?_⟩, hpos, hneg⟩
  · rcases lt_trichotomy R R0 with h1 | h1 | h1
    · exact absurd h (hpos R hR.le h1).ne'
    · exact h1
    · exact absurd h (hneg R h1).ne
  · rw [h, virialKinetic_morse, h0, mul_zero]
```

The zero also has a lower bound. From $g(R_0)=0$,

$$2aR_0=1+\frac{1}{1-y(R_0)}>2,$$

since $0<y(R_0)<1$. Hence $R_0>1/a$, however small $r$ is. The code reaches this by contradiction: if $aR_0\le1$, then $g(R_0)=y+2(1-aR_0)(1-y)$ would be positive.

```lean
/-- For `D, a > 0`, a zero of the virial kinetic-energy change beyond `r` lies at a distance
larger than the Morse range `1/a`. -/
theorem range_lt_zero {D a r R0 : ℝ} (hD : 0 < D) (ha : 0 < a) (hR : r < R0)
    (h : virialKinetic (morse D a r) R0 = 0) : 1 / a < R0 := by
  rw [virialKinetic_morse] at h
  have h0 := (mul_eq_zero.1 h).resolve_left (mul_pos hD (morseY_pos a r R0)).ne'
  have hy : morseY a r R0 < 1 :=
    Real.exp_lt_one_iff.mpr (by nlinarith [mul_pos ha (sub_pos.2 hR)])
  rw [div_lt_iff₀ ha]
  unfold balance at h0
  by_contra hn
  have h1 := mul_nonneg (sub_nonneg.2 (not_lt.1 hn)) (sub_pos.2 hy).le
  nlinarith [morseY_pos a r R0]
```

## Comparison with the largest attractive force

At $R_f=r+\ln2/a$ the Morse variable is $e^{-\ln 2}=\tfrac12$.

```lean
/-- At the distance `r + ln 2 / a`, with `a > 0`, the Morse variable equals one half. -/
lemma morseY_half {a : ℝ} (ha : 0 < a) (r : ℝ) :
    morseY a r (r + Real.log 2 / a) = 1 / 2 := by
  have h : a * (Real.log 2 / a) = Real.log 2 := by field_simp
  have harg : -a * (r + Real.log 2 / a - r) = -Real.log 2 := by linear_combination -h
  unfold morseY
  rw [harg, Real.exp_neg, Real.exp_log (by norm_num)]
  norm_num
```

Completing the square in the slope,

$$U'=2aD\left[\tfrac14-\left(y-\tfrac12\right)^2\right]\le\tfrac12aD,$$

with equality at $R_f$. The attractive force is therefore largest there.

```lean
/-- For `D, a > 0` the attractive force `U'(R)` of the Morse curve is largest at
`R = r + ln 2 / a`. -/
theorem force_le_max {D a : ℝ} (hD : 0 < D) (ha : 0 < a) (r R : ℝ) :
    deriv (morse D a r) R ≤ deriv (morse D a r) (r + Real.log 2 / a) := by
  rw [(morse_hasDerivAt D a r R).deriv, (morse_hasDerivAt D a r _).deriv, morseY_half ha]
  nlinarith [mul_nonneg (mul_pos ha hD).le (sq_nonneg (morseY a r R - 1 / 2))]
```

At that distance $g(R_f)=\tfrac32-\ln2-ar$. If $R_0<R_f$, the single-crossing step gives $g(R_f)<0$, that is, $ar>\tfrac32-\ln2$. Conversely, if $g(R_f)<0$, then $R_0=R_f$ is impossible, and $R_0>R_f$ would give $g(R_0)<0$, also impossible. So the zero $R_0$ beyond equilibrium lies inside the distance of largest force exactly when $ar>\tfrac32-\ln2$. The opening example sits on the borderline, where the two distances coincide.

```lean
/-- For `D, a > 0`, a zero `R0 > r` of the virial kinetic-energy change lies inside the distance
`r + ln 2 / a` of largest attractive force if and only if `a r > 3/2 - ln 2`. -/
theorem zero_before_max_force_iff {D a r R0 : ℝ} (hD : 0 < D) (ha : 0 < a) (hR : r < R0)
    (h : virialKinetic (morse D a r) R0 = 0) :
    R0 < r + Real.log 2 / a ↔ 3 / 2 - Real.log 2 < a * r := by
  rw [virialKinetic_morse] at h
  have h0 := (mul_eq_zero.1 h).resolve_left (mul_pos hD (morseY_pos a r R0)).ne'
  have hl : a * (Real.log 2 / a) = Real.log 2 := by field_simp
  have hs : balance a r (r + Real.log 2 / a) = 3 / 2 - Real.log 2 - a * r := by
    unfold balance
    rw [morseY_half ha]
    linear_combination -hl
  have hrs : r < r + Real.log 2 / a := by
    have : 0 < Real.log 2 / a := div_pos (Real.log_pos (by norm_num)) ha
    linarith
  constructor
  · intro h1
    have := balance_single_crossing ha hR h1 h0.le
    linarith
  · intro h1
    by_contra hn
    rcases (not_lt.1 hn).eq_or_lt with h2 | h2
    · rw [h2] at hs
      linarith
    · have := balance_single_crossing ha hrs h2 (by linarith)
      linarith

end

end MorseVirialCrossing
```

```lean
#print axioms MorseVirialCrossing.virialKinetic_unique_zero
#print axioms MorseVirialCrossing.range_lt_zero
#print axioms MorseVirialCrossing.force_le_max
#print axioms MorseVirialCrossing.zero_before_max_force_iff
```

```
'MorseVirialCrossing.virialKinetic_unique_zero' depends on axioms: [propext, Classical.choice, Quot.sound]
'MorseVirialCrossing.range_lt_zero' depends on axioms: [propext, Classical.choice, Quot.sound]
'MorseVirialCrossing.force_le_max' depends on axioms: [propext, Classical.choice, Quot.sound]
'MorseVirialCrossing.zero_before_max_force_iff' depends on axioms: [propext, Classical.choice, Quot.sound]
```

## A short-range limit and the potential energy

Two further consequences are argued here by hand only. When $ar$ is large, the equation for $R_0$ forces $y(R_0)$ close to 1, and to leading order $R_0-r\approx 1/(2a^2r)$: the zero moves in towards equilibrium.

The virial potential-energy change is $U-T=2U+RU'=-2Dy\,[\,2-y-aR(1-y)\,]$. Its bracket differs from $g$ only in having $aR$ for $2aR$, so the single-crossing step carries over. For existence the far point $r+2/a$ is replaced by $r+3/a$, where the bracket is $-1+2e^{-3}-ar(1-e^{-3})<0$. There is thus exactly one zero beyond $r$, with the potential-energy change negative between $r$ and that zero and positive after it.
